# Unlike Born–Mayer walls combine with a harmonic-mean exponent in a contact-plane model

Two identical atoms at separation R repel with a Born–Mayer wall A exp(−B R). Suppose I put a plane between them and give each atom the energy (A/2) exp(−2 B d), where d is its distance from the plane. With the plane displaced by s from the midpoint, the total is

A exp(−B R) cosh(2 B s).

This is lowest at s = 0, where it returns the original wall. For unlike atoms the best plane is generally off centre, and its distance from each atom depends on R. Why should the minimum energy still be a single exponential in R, with a constant prefactor? And why is its exponent the harmonic mean, when a geometric mean of the two walls would give the arithmetic mean of the exponents?

## The contact plane moves linearly with R

The minimum stays a single exponential because the plane divides every increase of R between the atoms in a fixed ratio, the one that makes both of their energies decay at the same rate. Let the like-pair walls be A1 exp(−B1 R) and A2 exp(−B2 R), with all four parameters positive. With the plane at distance r from the first atom, the energy is

V(r) = [A1 exp(−2 B1 r) + A2 exp(−2 B2 (R − r))]/2.

Its derivative vanishes when the two repulsive forces balance:

A1 B1 exp(−2 B1 r) = A2 B2 exp(−2 B2 (R − r)).

Taking logarithms gives a linear equation for r, with the single solution

c = [2 B2 R + ln(A1 B1) − ln(A2 B2)] / [2 (B1 + B2)].

When R grows by ΔR, the first atom's distance from the plane therefore grows by B2 ΔR/(B1 + B2). Its energy decays at the rate 2 B1 per unit of that distance, hence at the rate

B = 2 B1 B2/(B1 + B2)

per unit of R. The second atom gives the same B by symmetry. Equivalently, 1/B is the arithmetic mean of 1/B1 and 1/B2: the decay lengths are averaged.

For the prefactor, let F be the common force at c. Inserting c into the first atom's force gives

ln F = ln(A1 B1) − 2 B1 c
= [B2 ln(A1 B1) + B1 ln(A2 B2)]/(B1 + B2) − B R.

So F = B K exp(−B R), where K is defined by

K B = (A1 B1)^(B2/(B1+B2)) (A2 B2)^(B1/(B1+B2)).

K is positive and does not contain R. At c the two exponential terms of V are F/B1 and F/B2, so

V(c) = (F/2)(1/B1 + 1/B2) = F/B = K exp(−B R).

It remains to show that no other plane does as well. Put r = c + s with s ≠ 0. Then

V(r) − V(c) = (F/2) {[exp(−2 B1 s) − 1]/B1 + [exp(2 B2 s) − 1]/B2}.

Since exp(x) > 1 + x for x ≠ 0, the braces exceed −2s + 2s = 0.

A numerical instance in dimensionless units: take A1 = 3, B1 = 1, A2 = 1, B2 = 3. Both products A1 B1 and A2 B2 equal 3, so c = 3R/4. The mixed exponent is B = 6/4 = 1.5, and K B = 3 gives K = 2. Directly,

V(3R/4) = [3 exp(−1.5 R) + exp(−1.5 R)]/2 = 2 exp(−1.5 R).

At R = 2 this is about 0.100, while the halfway plane costs [3 exp(−2) + exp(−6)]/2, about 0.204.

That comparison holds generally. The energy of the halfway plane, V(R/2), is the arithmetic mean of the two like walls at R, so the mixed wall never lies above that mean. They are equal exactly when c = R/2, which means that the like walls have equal force at R. In the example this happens at R = 0. The exponents obey

(B1 + B2)/2 − B = (B1 − B2)²/[2 (B1 + B2)],

so B lies strictly below the arithmetic mean when B1 ≠ B2.

In the Lean file, `distortionEnergy` is V, `mixedExponent` is B, `mixedPrefactor` is K and `contactPoint` is c. All quantities are real numbers without units, and `hA1`, `hA2`, `hB1`, `hB2` state that the parameters are positive. The main theorem, `born_mayer_combination`, says that K is positive and that, for every real R, V(c) equals K exp(−B R) while every r ≠ c gives a strictly larger energy. Together these make c the unique minimizer. That K does not depend on R can be read from its definition, which has no argument `R`.

The energy V itself is assumed. It postulates that an atom's distortion depends only on its distance from the plane, and costs half of its like-pair wall at twice that distance. No electronic structure calculation supports this here, and the dispersion attraction is absent. The variable r is also free to take any real value, so at small R the minimizing plane may lie outside the segment between the nuclei. For a simulation with pairwise Born–Mayer repulsion, the rule supplies unlike-pair parameters from like-pair ones, to the extent that this one-coordinate model is acceptable.

```lean
import Mathlib

open Real (exp log)

namespace BornMayerCombination

noncomputable section

/-- Distortion energy of two atoms at separation `R` whose contact plane lies at distance `r`
from the first atom and `R - r` from the second. -/
def distortionEnergy (A1 A2 B1 B2 R r : ℝ) : ℝ :=
  (A1 * exp (-2 * B1 * r) + A2 * exp (-2 * B2 * (R - r))) / 2

/-- Harmonic mean of the two Born-Mayer exponents, for `B1 + B2 ≠ 0`. -/
def mixedExponent (B1 B2 : ℝ) : ℝ := 2 * B1 * B2 / (B1 + B2)

/-- Prefactor of the mixed wall, for positive parameters: a weighted geometric mean of the force
amplitudes `A1 * B1` and `A2 * B2`, divided by the mixed exponent. -/
def mixedPrefactor (A1 A2 B1 B2 : ℝ) : ℝ :=
  (A1 * B1) ^ (B2 / (B1 + B2)) * (A2 * B2) ^ (B1 / (B1 + B2)) / mixedExponent B1 B2

/-- Position of the contact plane at separation `R`, for positive parameters. -/
def contactPoint (A1 A2 B1 B2 R : ℝ) : ℝ :=
  (2 * B2 * R + (log (A1 * B1) - log (A2 * B2))) / (2 * (B1 + B2))

/-- For positive parameters the repulsive forces of the two atoms balance at the contact point
and nowhere else. -/
theorem force_balance_iff {A1 A2 B1 B2 : ℝ} (hA1 : 0 < A1) (hA2 : 0 < A2)
    (hB1 : 0 < B1) (hB2 : 0 < B2) (R r : ℝ) :
    A1 * B1 * exp (-2 * B1 * r) = A2 * B2 * exp (-2 * B2 * (R - r)) ↔
      r = contactPoint A1 A2 B1 B2 R := by
  -- absorb the amplitudes into the exponents and compare these
  have e1 : A1 * B1 * exp (-2 * B1 * r) = exp (log (A1 * B1) + -2 * B1 * r) := by
    rw [Real.exp_add, Real.exp_log (mul_pos hA1 hB1)]
  have e2 : A2 * B2 * exp (-2 * B2 * (R - r)) =
      exp (log (A2 * B2) + -2 * B2 * (R - r)) := by
    rw [Real.exp_add, Real.exp_log (mul_pos hA2 hB2)]
  rw [e1, e2, Real.exp_eq_exp, contactPoint, eq_div_iff (by positivity)]
  constructor <;> intro h <;> linarith

/-- For positive parameters, the force amplitude at the contact point decays with `R` at the
mixed exponent. -/
theorem contact_force {A1 A2 B1 B2 : ℝ} (hA1 : 0 < A1) (hA2 : 0 < A2)
    (hB1 : 0 < B1) (hB2 : 0 < B2) (R : ℝ) :
    A1 * B1 * exp (-2 * B1 * contactPoint A1 A2 B1 B2 R) =
      mixedExponent B1 B2 * mixedPrefactor A1 A2 B1 B2 * exp (-mixedExponent B1 B2 * R) := by
  have h1 : 0 < A1 * B1 := mul_pos hA1 hB1
  have h2 : 0 < A2 * B2 := mul_pos hA2 hB2
  have hE : 0 < mixedExponent B1 B2 := by unfold mixedExponent; positivity
  have hK : mixedExponent B1 B2 * mixedPrefactor A1 A2 B1 B2 =
      exp (log (A1 * B1) * (B2 / (B1 + B2)) + log (A2 * B2) * (B1 / (B1 + B2))) := by
    rw [Real.exp_add, ← Real.rpow_def_of_pos h1, ← Real.rpow_def_of_pos h2, mixedPrefactor,
      mul_comm (mixedExponent B1 B2), div_mul_cancel₀ _ hE.ne']
  calc A1 * B1 * exp (-2 * B1 * contactPoint A1 A2 B1 B2 R)
      = exp (log (A1 * B1) + -2 * B1 * contactPoint A1 A2 B1 B2 R) := by
        rw [Real.exp_add, Real.exp_log h1]
    _ = exp ((log (A1 * B1) * (B2 / (B1 + B2)) + log (A2 * B2) * (B1 / (B1 + B2)))
          + -mixedExponent B1 B2 * R) := by
        congr 1
        unfold contactPoint mixedExponent
        generalize log (A1 * B1) = L1
        generalize log (A2 * B2) = L2
        field_simp
        ring
    _ = _ := by rw [Real.exp_add, hK]

/-- For positive parameters, a position `c` at which the two forces balance has strictly lower
distortion energy than any other position. -/
theorem energy_lt_of_force_balance {A1 A2 B1 B2 R c r : ℝ} (hA1 : 0 < A1) (hA2 : 0 < A2)
    (hB1 : 0 < B1) (hB2 : 0 < B2)
    (hc : A1 * B1 * exp (-2 * B1 * c) = A2 * B2 * exp (-2 * B2 * (R - c))) (hr : r ≠ c) :
    distortionEnergy A1 A2 B1 B2 R c < distortionEnergy A1 A2 B1 B2 R r := by
  have hd : r - c ≠ 0 := sub_ne_zero.mpr hr
  -- each exponential lies strictly above its tangent at `c`
  have t1 : -2 * B1 * (r - c) + 1 < exp (-2 * B1 * (r - c)) :=
    Real.add_one_lt_exp (mul_ne_zero (by linarith [hB1] : -2 * B1 < 0).ne hd)
  have t2 : 2 * B2 * (r - c) + 1 < exp (2 * B2 * (r - c)) :=
    Real.add_one_lt_exp (mul_ne_zero (by positivity) hd)
  have p1 := mul_lt_mul_of_pos_left t1 (mul_pos hA1 (Real.exp_pos (-2 * B1 * c)))
  have p2 := mul_lt_mul_of_pos_left t2 (mul_pos hA2 (Real.exp_pos (-2 * B2 * (R - c))))
  have e1 : exp (-2 * B1 * r) = exp (-2 * B1 * c) * exp (-2 * B1 * (r - c)) := by
    rw [← Real.exp_add]; congr 1; ring
  have e2 : exp (-2 * B2 * (R - r)) =
      exp (-2 * B2 * (R - c)) * exp (2 * B2 * (r - c)) := by
    rw [← Real.exp_add]; congr 1; ring
  unfold distortionEnergy
  rw [e1, e2]
  -- the linear terms cancel by force balance
  linear_combination (p1 + p2) / 2 + (r - c) * hc

/-- Combination rule: for positive parameters and every separation `R`, the distortion energy has
the contact point as its unique minimizer, and its minimum is a Born-Mayer wall with the
harmonic-mean exponent and a positive prefactor independent of `R`. -/
theorem born_mayer_combination {A1 A2 B1 B2 : ℝ} (hA1 : 0 < A1) (hA2 : 0 < A2)
    (hB1 : 0 < B1) (hB2 : 0 < B2) :
    0 < mixedPrefactor A1 A2 B1 B2 ∧ ∀ R : ℝ,
      distortionEnergy A1 A2 B1 B2 R (contactPoint A1 A2 B1 B2 R) =
        mixedPrefactor A1 A2 B1 B2 * exp (-mixedExponent B1 B2 * R) ∧
      ∀ r, r ≠ contactPoint A1 A2 B1 B2 R →
        mixedPrefactor A1 A2 B1 B2 * exp (-mixedExponent B1 B2 * R) <
          distortionEnergy A1 A2 B1 B2 R r := by
  refine ⟨by unfold mixedPrefactor mixedExponent; positivity, fun R => ?_⟩
  have f1 := contact_force hA1 hA2 hB1 hB2 R
  have f2 := (force_balance_iff hA1 hA2 hB1 hB2 R _).2 rfl
  have hE : mixedExponent B1 B2 * (B1 + B2) = 2 * B1 * B2 :=
    div_mul_cancel₀ _ (by positivity)
  -- the energy at contact follows from the common force
  have hV : distortionEnergy A1 A2 B1 B2 R (contactPoint A1 A2 B1 B2 R) =
      mixedPrefactor A1 A2 B1 B2 * exp (-mixedExponent B1 B2 * R) := by
    have hne : 2 * B1 * B2 ≠ 0 := by positivity
    apply mul_left_cancel₀ hne
    unfold distortionEnergy
    linear_combination (B1 + B2) * f1 - B1 * f2 +
      mixedPrefactor A1 A2 B1 B2 * exp (-mixedExponent B1 B2 * R) * hE
  refine ⟨hV, fun r hr => ?_⟩
  rw [← hV]
  exact energy_lt_of_force_balance hA1 hA2 hB1 hB2 f2 hr

/-- For two like atoms with positive parameters the rule returns the exponent `B` and the
prefactor `A`, and the contact plane lies halfway. -/
theorem like_pair {A B : ℝ} (hA : 0 < A) (hB : 0 < B) (R : ℝ) :
    mixedExponent B B = B ∧ mixedPrefactor A A B B = A ∧ contactPoint A A B B R = R / 2 := by
  have hS : B + B ≠ 0 := by positivity
  have hE : mixedExponent B B = B := by
    rw [mixedExponent, div_eq_iff hS]; ring
  refine ⟨hE, ?_, ?_⟩
  · rw [mixedPrefactor, hE, ← Real.rpow_add (mul_pos hA hB), ← add_div, div_self hS,
      Real.rpow_one, mul_div_cancel_right₀ A hB.ne']
  · rw [contactPoint, div_eq_iff (by positivity)]; ring

/-- For different positive exponents, the mixed exponent is strictly smaller than their
arithmetic mean. -/
theorem mixedExponent_lt_mean {B1 B2 : ℝ} (hB1 : 0 < B1) (hB2 : 0 < B2) (h : B1 ≠ B2) :
    mixedExponent B1 B2 < (B1 + B2) / 2 := by
  have hd : B1 - B2 ≠ 0 := sub_ne_zero.mpr h
  have hsq : 0 < (B1 - B2) ^ 2 := by positivity
  rw [mixedExponent, div_lt_iff₀ (by positivity)]
  nlinarith

/-- For positive parameters the mixed wall never exceeds the arithmetic mean of the two like
walls at the same separation, with equality exactly where the like walls have equal force. -/
theorem mixed_wall_le_mean {A1 A2 B1 B2 : ℝ} (hA1 : 0 < A1) (hA2 : 0 < A2)
    (hB1 : 0 < B1) (hB2 : 0 < B2) (R : ℝ) :
    mixedPrefactor A1 A2 B1 B2 * exp (-mixedExponent B1 B2 * R) ≤
        (A1 * exp (-B1 * R) + A2 * exp (-B2 * R)) / 2 ∧
      (mixedPrefactor A1 A2 B1 B2 * exp (-mixedExponent B1 B2 * R) =
          (A1 * exp (-B1 * R) + A2 * exp (-B2 * R)) / 2 ↔
        A1 * B1 * exp (-B1 * R) = A2 * B2 * exp (-B2 * R)) := by
  -- the mean of the like walls is the distortion energy of the halfway plane
  have e1 : -2 * B1 * (R / 2) = -B1 * R := by ring
  have e2 : -2 * B2 * (R - R / 2) = -B2 * R := by ring
  have hV : distortionEnergy A1 A2 B1 B2 R (R / 2) =
      (A1 * exp (-B1 * R) + A2 * exp (-B2 * R)) / 2 := by
    rw [distortionEnergy, e1, e2]
  have hb := force_balance_iff hA1 hA2 hB1 hB2 R (R / 2)
  rw [e1, e2] at hb
  obtain ⟨hmin, hlt⟩ := (born_mayer_combination hA1 hA2 hB1 hB2).2 R
  rw [← hV, hb]
  by_cases h : R / 2 = contactPoint A1 A2 B1 B2 R
  · rw [← h] at hmin
    exact ⟨hmin.ge, iff_of_true hmin.symm h⟩
  · exact ⟨(hlt _ h).le, iff_of_false (hlt _ h).ne h⟩

end

end BornMayerCombination
```

```lean
#print axioms BornMayerCombination.born_mayer_combination
#print axioms BornMayerCombination.like_pair
#print axioms BornMayerCombination.mixedExponent_lt_mean
#print axioms BornMayerCombination.mixed_wall_le_mean
```

```
'BornMayerCombination.born_mayer_combination' depends on axioms: [propext, Classical.choice, Quot.sound]
'BornMayerCombination.like_pair' depends on axioms: [propext, Classical.choice, Quot.sound]
'BornMayerCombination.mixedExponent_lt_mean' depends on axioms: [propext, Classical.choice, Quot.sound]
'BornMayerCombination.mixed_wall_le_mean' depends on axioms: [propext, Classical.choice, Quot.sound]
```

The first lemma, `force_balance_iff`, is the logarithm step. It writes each force as one exponential, with `log (A1 * B1)` or `log (A2 * B2)` absorbed into the exponent. `Real.exp_eq_exp` then reduces the balance to equality of exponents, and `linarith` settles the linear equation in both directions.

`contact_force` computes F. Its auxiliary equation `hK` rewrites the weighted geometric mean K B as the exponential of a weighted sum of logarithms. The `calc` chain inserts c and collects the terms, with `field_simp` and `ring` doing the algebra that produced −B R above.

`energy_lt_of_force_balance` proves the strict inequality for any balanced position `c`, without using the formula for it. The inequalities `t1` and `t2` are exp(x) > 1 + x for the two atoms, and `p1` and `p2` multiply them by the positive energy factors at `c`. In the final `linear_combination`, the balance hypothesis `hc` cancels the terms linear in `r - c`.

The main theorem joins these results. To find V(c), it multiplies the claimed equation by 2 B1 B2, so that the energies can be expressed through the common force F:

2 B1 B2 V(c) = (B1 + B2) F = (B1 + B2) B K exp(−B R) = 2 B1 B2 K exp(−B R).

The facts `f1`, `f2` and `hE` supply the value of F, the balance and the identity B (B1 + B2) = 2 B1 B2. The strict inequality then comes from the previous lemma.

`like_pair` recovers the opening case: for equal atoms the two powers in K B multiply to A B, so K = A, the exponent is unchanged and the plane sits at R/2. `mixedExponent_lt_mean` uses the positive square (B1 − B2)². Finally, `mixed_wall_le_mean` evaluates V at R/2 and distinguishes two cases. If R/2 is the contact point, the mixed wall equals the mean; otherwise the main theorem makes it strictly smaller. The balance lemma translates the first case into equal like-wall forces.
